# If $U$ acts on the site tensor as $c$ times a conjugation, $U^{\otimes N}$ multiplies the periodic MPS by $c^N$

To test a uniform periodic matrix product state with $D\times D$ site matrices $A^s$ for symmetry under a one-site operator $U$, one can look for an invertible $D\times D$ matrix $V$ and a scalar $c$ such that $\sum_t U(s,t)A^t = c\,V^{-1}A^sV$ for every physical index $s$. Once they are found, applying $U$ to every site of a ring of $N$ sites multiplies the state by $c^N$, and none of its exponentially many amplitudes has to be computed.

In Lean 4 with Mathlib:

```lean
import Mathlib

open Matrix
open scoped ComplexOrder

namespace MPSOnSiteSymmetry

noncomputable section

variable {σ n : Type*} [Fintype σ] [Fintype n] [DecidableEq n]

/-- The ordered product of the site matrices `A^(s_0) ... A^(s_(N-1))` along a configuration. -/
def stringProduct (A : σ → Matrix n n ℂ) {N : ℕ} (s : Fin N → σ) : Matrix n n ℂ :=
  (List.ofFn fun i => A (s i)).prod

/-- The uniform periodic matrix product state on `N` sites: the amplitude of a configuration
is the trace of its string product. -/
def mps (A : σ → Matrix n n ℂ) (N : ℕ) : (Fin N → σ) → ℂ :=
  fun s => (stringProduct A s).trace

/-- The `N`-fold tensor power of a one-site operator, as a matrix between configurations. -/
def tensorPower (U : Matrix σ σ ℂ) (N : ℕ) : Matrix (Fin N → σ) (Fin N → σ) ℂ :=
  fun s t => ∏ i, U (s i) (t i)

/-- A one-site operator acting on the physical index of the site tensor. -/
def physicalAction (U : Matrix σ σ ℂ) (A : σ → Matrix n n ℂ) (s : σ) : Matrix n n ℂ :=
  ∑ t, U s t • A t

omit [Fintype σ] in
/-- The first site can be split off from a string product. -/
theorem stringProduct_succ (A : σ → Matrix n n ℂ) {N : ℕ} (s : Fin (N + 1) → σ) :
    stringProduct A s = A (s 0) * stringProduct A (fun i => s i.succ) := by
  simp [stringProduct, List.ofFn_succ]

/-- The string product of the transformed tensors is the superposition of the original string
products, weighted by the entries of the tensor power. -/
theorem stringProduct_physicalAction (U : Matrix σ σ ℂ) (A : σ → Matrix n n ℂ) {N : ℕ}
    (s : Fin N → σ) :
    stringProduct (physicalAction U A) s = ∑ t, tensorPower U N s t • stringProduct A t := by
  induction N with
  | zero => simp [stringProduct, tensorPower]
  | succ N ih =>
    -- a configuration of N + 1 sites is a first spin together with the remaining N
    rw [stringProduct_succ, ih, ← (Fin.consEquiv (fun _ => σ)).sum_comp,
      Fintype.sum_prod_type, physicalAction, Finset.sum_mul_sum]
    refine Finset.sum_congr rfl fun a _ => Finset.sum_congr rfl fun t _ => ?_
    have hT : tensorPower U (N + 1) s (Fin.cons a t : Fin (N + 1) → σ)
        = U (s 0) a * tensorPower U N (fun i => s i.succ) t := by
      simp [tensorPower, Fin.prod_univ_succ]
    have hP : stringProduct A (Fin.cons a t : Fin (N + 1) → σ) = A a * stringProduct A t := by
      simp [stringProduct_succ]
    change _ = tensorPower U (N + 1) s (Fin.cons a t : Fin (N + 1) → σ) •
      stringProduct A (Fin.cons a t : Fin (N + 1) → σ)
    rw [hT, hP, smul_mul_smul_comm]

/-- Applying the same operator to every site of the state amounts to applying it once to the
site tensor. -/
theorem tensorPower_mulVec_mps (U : Matrix σ σ ℂ) (A : σ → Matrix n n ℂ) (N : ℕ) :
    tensorPower U N *ᵥ mps A N = mps (physicalAction U A) N := by
  ext s
  simp only [mps, Matrix.mulVec, dotProduct, stringProduct_physicalAction, Matrix.trace_sum,
    Matrix.trace_smul, smul_eq_mul]

omit [Fintype σ] in
/-- If `B^s = c V⁻¹ A^s V` with `V` invertible, the bond matrices cancel between neighbouring
sites and only those at the two ends of the string remain, with a factor `c` per site. -/
theorem stringProduct_gauge {A B : σ → Matrix n n ℂ} {V : Matrix n n ℂ} {c : ℂ}
    (hV : IsUnit V.det) (hB : ∀ s, B s = c • (V⁻¹ * A s * V)) {N : ℕ} (s : Fin N → σ) :
    stringProduct B s = c ^ N • (V⁻¹ * stringProduct A s * V) := by
  induction N with
  | zero => simp [stringProduct, Matrix.nonsing_inv_mul V hV]
  | succ N ih =>
    rw [stringProduct_succ B, stringProduct_succ A, ih, hB, smul_mul_smul_comm, ← pow_succ']
    congr 1
    calc V⁻¹ * A (s 0) * V * (V⁻¹ * stringProduct A (fun i => s i.succ) * V)
        = V⁻¹ * A (s 0) * (V * V⁻¹) * stringProduct A (fun i => s i.succ) * V := by
          simp only [mul_assoc]
      _ = V⁻¹ * (A (s 0) * stringProduct A (fun i => s i.succ)) * V := by
          rw [Matrix.mul_nonsing_inv V hV, mul_one]
          simp only [mul_assoc]

/-- If a one-site operator `U` acts on the site tensor as `c` times conjugation by an invertible
bond matrix `V`, then its `N`-fold tensor power multiplies the periodic state by `c ^ N`. -/
theorem tensorPower_mulVec_mps_eq_smul {U : Matrix σ σ ℂ} {A : σ → Matrix n n ℂ}
    {V : Matrix n n ℂ} {c : ℂ} (hV : IsUnit V.det)
    (h : ∀ s, physicalAction U A s = c • (V⁻¹ * A s * V)) (N : ℕ) :
    tensorPower U N *ᵥ mps A N = c ^ N • mps A N := by
  rw [tensorPower_mulVec_mps]
  ext s
  simp only [mps, Pi.smul_apply, smul_eq_mul]
  -- the trace closes the ring and removes the last pair of bond matrices
  rw [stringProduct_gauge hV h, Matrix.trace_smul, Matrix.trace_mul_cycle,
    Matrix.mul_nonsing_inv V hV, one_mul, smul_eq_mul]

/-- The tensor power of a unitary one-site operator is unitary. -/
theorem tensorPower_unitary [DecidableEq σ] {U : Matrix σ σ ℂ} (hU : Uᴴ * U = 1) (N : ℕ) :
    (tensorPower U N)ᴴ * tensorPower U N = 1 := by
  ext s t
  have h : ∀ i, ∑ r, star (U r (s i)) * U r (t i) = if s i = t i then 1 else 0 := fun i => by
    have := congrFun (congrFun hU (s i)) (t i)
    simpa [Matrix.mul_apply, Matrix.one_apply] using this
  calc ((tensorPower U N)ᴴ * tensorPower U N) s t
      = ∑ r : Fin N → σ, ∏ i, star (U (r i) (s i)) * U (r i) (t i) := by
        simp [Matrix.mul_apply, tensorPower, Finset.prod_mul_distrib]
    _ = ∏ i, ∑ r, star (U r (s i)) * U r (t i) := by
        rw [Finset.prod_univ_sum, Fintype.piFinset_univ]
    _ = (1 : Matrix (Fin N → σ) (Fin N → σ) ℂ) s t := by
        simp only [h, Matrix.one_apply]
        by_cases hst : s = t
        · simp [hst]
        · obtain ⟨i, hi⟩ := Function.ne_iff.mp hst
          rw [if_neg hst]
          exact Finset.prod_eq_zero (Finset.mem_univ i) (if_neg hi)

/-- If a unitary one-site operator `U` acts on the site tensor as `c` times conjugation by an
invertible bond matrix `V`, and the periodic state is nonzero on some ring of at least one site,
then the scalar `c` is a pure phase. -/
theorem norm_eq_one_of_unitary [DecidableEq σ] {U : Matrix σ σ ℂ} {A : σ → Matrix n n ℂ}
    {V : Matrix n n ℂ} {c : ℂ} (hU : Uᴴ * U = 1) (hV : IsUnit V.det)
    (h : ∀ s, physicalAction U A s = c • (V⁻¹ * A s * V)) {N : ℕ} (hN : N ≠ 0)
    (hψ : mps A N ≠ 0) : ‖c‖ = 1 := by
  -- a unitary preserves the squared norm of the state
  have key : star (tensorPower U N *ᵥ mps A N) ⬝ᵥ (tensorPower U N *ᵥ mps A N)
      = star (mps A N) ⬝ᵥ mps A N := by
    rw [Matrix.star_mulVec, ← Matrix.dotProduct_mulVec, Matrix.mulVec_mulVec,
      tensorPower_unitary hU, Matrix.one_mulVec]
  rw [tensorPower_mulVec_mps_eq_smul hV h, star_smul, smul_dotProduct, dotProduct_smul,
    smul_eq_mul, smul_eq_mul] at key
  have hq : star (mps A N) ⬝ᵥ mps A N ≠ 0 := fun h0 =>
    hψ (dotProduct_star_self_eq_zero.mp h0)
  have h1 : star (c ^ N) * c ^ N = 1 :=
    mul_right_cancel₀ hq (by rw [one_mul, mul_assoc]; exact key)
  have h2 : ‖c‖ ^ N * ‖c‖ ^ N = 1 := by
    simpa only [norm_mul, norm_star, norm_pow, norm_one] using congrArg norm h1
  exact (pow_eq_one_iff_of_nonneg (norm_nonneg c) (by omega : N + N ≠ 0)).mp
    (by rw [pow_add]; exact h2)

/-- The unnormalised AKLT site tensor, with the spin-1 states ordered as `+1, 0, -1`. -/
def aklt : Fin 3 → Matrix (Fin 2) (Fin 2) ℂ :=
  ![!![0, ((√2 : ℝ) : ℂ); 0, 0], !![-1, 0; 0, 1], !![0, 0; -((√2 : ℝ) : ℂ), 0]]

/-- The spin-1 operator `exp(i θ S_z)`. -/
def spinRotation (θ : ℝ) : Matrix (Fin 3) (Fin 3) ℂ :=
  Matrix.diagonal ![Complex.exp (θ * Complex.I), 1, Complex.exp (-(θ * Complex.I))]

/-- The diagonal bond matrix with entries `1` and `exp(i θ)`. -/
def bondRotation (θ : ℝ) : Matrix (Fin 2) (Fin 2) ℂ :=
  !![1, 0; 0, Complex.exp (θ * Complex.I)]

/-- A spin rotation about the z axis acts on the AKLT tensor as conjugation by the invertible
bond rotation, with `c = 1`. -/
theorem aklt_witness (θ : ℝ) : IsUnit (bondRotation θ).det ∧
    ∀ s, physicalAction (spinRotation θ) aklt s
      = (1 : ℂ) • ((bondRotation θ)⁻¹ * aklt s * bondRotation θ) := by
  have hinv : (bondRotation θ)⁻¹ = !![1, 0; 0, (Complex.exp (θ * Complex.I))⁻¹] := by
    apply Matrix.inv_eq_right_inv
    ext i j
    fin_cases i <;> fin_cases j <;> simp [bondRotation, Matrix.mul_apply, Fin.sum_univ_succ]
  refine ⟨by simp [bondRotation, Matrix.det_fin_two], fun s => ?_⟩
  -- a diagonal operator only rescales each site matrix
  have hd : physicalAction (spinRotation θ) aklt s
      = (![Complex.exp (θ * Complex.I), 1, Complex.exp (-(θ * Complex.I))] s) • aklt s := by
    simp [physicalAction, spinRotation, Matrix.diagonal_apply]
  rw [hd, hinv]
  fin_cases s <;> ext i j <;> fin_cases i <;> fin_cases j <;>
    simp [aklt, bondRotation, Complex.exp_neg]
  ring

/-- The periodic AKLT state of any length is invariant under a common rotation of all spins
about the z axis. -/
theorem aklt_rotation_invariant (θ : ℝ) (N : ℕ) :
    tensorPower (spinRotation θ) N *ᵥ mps aklt N = mps aklt N := by
  have h := tensorPower_mulVec_mps_eq_smul (aklt_witness θ).1 (aklt_witness θ).2 N
  rwa [one_pow, one_smul] at h

end

end MPSOnSiteSymmetry
```

```lean
#print axioms MPSOnSiteSymmetry.tensorPower_mulVec_mps_eq_smul
-- 'MPSOnSiteSymmetry.tensorPower_mulVec_mps_eq_smul' depends on axioms: [propext, Classical.choice, Quot.sound]
#print axioms MPSOnSiteSymmetry.norm_eq_one_of_unitary
-- 'MPSOnSiteSymmetry.norm_eq_one_of_unitary' depends on axioms: [propext, Classical.choice, Quot.sound]
#print axioms MPSOnSiteSymmetry.aklt_rotation_invariant
-- 'MPSOnSiteSymmetry.aklt_rotation_invariant' depends on axioms: [propext, Classical.choice, Quot.sound]
```

## The state, the operator and the condition on one site

The type `σ` labels the physical basis states of one site, for instance the three values of $S_z$ for a spin 1. The type `n` labels the $D$ values of a bond index. Both are finite. A configuration $s=(s_0,\dots,s_{N-1})$ is a function `Fin N → σ`, and a many-body state is a function from configurations to complex amplitudes. The state `mps A N` has the amplitudes

$$\psi_N(s)=\operatorname{Tr}\bigl(A^{s_0}A^{s_1}\cdots A^{s_{N-1}}\bigr).$$

The same matrices sit on every site, and the trace closes the chain into a ring. The matrix product inside the trace is `stringProduct A s`. No normalisation is imposed on $\psi_N$.

The operator $U^{\otimes N}$ is the matrix `tensorPower U N`, with entries $\prod_i U(s_i,t_i)$. The row index is the outgoing configuration, so $U(s,t)=\langle s|U|t\rangle$, and `*ᵥ` applies the matrix to the state. The transformed site tensor

$$B^s=\sum_t U(s,t)A^t$$

is `physicalAction U A s`.

The main theorem, `tensorPower_mulVec_mps_eq_smul`, has two hypotheses. The first, `IsUnit V.det`, says that $V$ is invertible. The second is the relation $B^s=c\,V^{-1}A^sV$ for all $s$. The conclusion is

$$U^{\otimes N}\psi_N=c^N\psi_N\qquad\text{for every } N.$$

Here $U$ need not be unitary. For $N=0$ there is one empty configuration with amplitude $D$, and both sides agree because $c^0=1$.

Physically, the relation says that the effect of $U$ on a site can be moved onto the two neighbouring bonds, where it is a change of basis of the virtual space. The relation also allows a scalar factor $c$, which each site contributes once. If $|c|=1$ and $\psi_N\neq0$, the ring is symmetric up to the global phase $c^N$.

The theorem goes from the site tensor to the state. It does not say that every symmetric state has a tensor with such a $V$, and it does not treat open chains, site-dependent tensors or the infinite chain. Within uniform finite rings, it lets a simulation of a spin chain establish an on-site symmetry from the site tensor alone.

## Moving the operator from the state to the tensor

The first step is the identity

$$B^{s_0}\cdots B^{s_{N-1}}=\sum_{t}\Bigl(\prod_i U(s_i,t_i)\Bigr)A^{t_0}\cdots A^{t_{N-1}},$$

where $t$ runs over all configurations. It is proved by induction on $N$. For $N=0$ both sides are the identity matrix. For $N+1$ sites, split off the first factor and use the identity for the remaining $N$ sites:

$$B^{s_0}\bigl(B^{s_1}\cdots B^{s_N}\bigr)=\sum_a\sum_{t'}U(s_0,a)\Bigl(\prod_{i=0}^{N-1}U(s_{i+1},t'_i)\Bigr)A^aA^{t'_0}\cdots A^{t'_{N-1}}.$$

A first spin $a$ together with a configuration $t'$ of $N$ spins is exactly a configuration of $N+1$ spins, so the double sum is the sum required.

This is `stringProduct_physicalAction`. The lemma `stringProduct_succ` splits off the first site, `Fin.consEquiv` supplies the correspondence between pairs $(a,t')$ and longer configurations, and the local statements `hT` and `hP` factor the operator entry and the matrix product.

Taking the trace of both sides gives

$$\bigl(U^{\otimes N}\psi_N\bigr)(s)=\operatorname{Tr}\bigl(B^{s_0}\cdots B^{s_{N-1}}\bigr),$$

which is `tensorPower_mulVec_mps`. It holds for every $U$, with no symmetry assumed.

## Cancelling the bond matrices

Now insert $B^s=c\,V^{-1}A^sV$:

$$B^{s_0}B^{s_1}\cdots B^{s_{N-1}}=c^N\,V^{-1}A^{s_0}(VV^{-1})A^{s_1}(VV^{-1})\cdots A^{s_{N-1}}V.$$

Every inner pair $VV^{-1}$ is the identity, which leaves

$$B^{s_0}\cdots B^{s_{N-1}}=c^N\,V^{-1}\bigl(A^{s_0}\cdots A^{s_{N-1}}\bigr)V.$$

The lemma `stringProduct_gauge` proves this by induction, so that only one pair has to cancel at each step. Its `calc` block brings $V$ and $V^{-1}$ together and removes them. In the case of no sites, the equation reads $1=V^{-1}V$.

The outer matrices go when the ring is closed. With $P=A^{s_0}\cdots A^{s_{N-1}}$,

$$\operatorname{Tr}(V^{-1}PV)=\operatorname{Tr}(VV^{-1}P)=\operatorname{Tr}P.$$

Hence $(U^{\otimes N}\psi_N)(s)=c^N\psi_N(s)$ for every $s$. In the proof of the main theorem, `Matrix.trace_mul_cycle` is this cyclic move.

## When the factor per site is a phase

Suppose that $U$ is unitary, written `Uᴴ * U = 1`. Its tensor power is then unitary too. For configurations $s$ and $t$, the sum over intermediate configurations $r$ factorises into one sum per site, with $q$ running over the states of that site:

$$\sum_r\prod_i \overline{U(r_i,s_i)}\,U(r_i,t_i)=\prod_i\sum_q\overline{U(q,s_i)}\,U(q,t_i)=\prod_i\delta_{s_it_i}=\delta_{st}.$$

This is `tensorPower_unitary`; the exchange of sum and product is `Finset.prod_univ_sum`.

A unitary preserves the squared norm, so the main theorem gives

$$\|\psi_N\|^2=\|U^{\otimes N}\psi_N\|^2=|c|^{2N}\|\psi_N\|^2.$$

If $\psi_N\ne0$ for some $N\geq1$, division by $\|\psi_N\|^2$ gives $|c|^{2N}=1$, and therefore $|c|=1$. The theorem `norm_eq_one_of_unitary` follows these lines: `key` is the conservation of the norm, `hq` says that the squared norm is nonzero, and `h1` and `h2` carry out the division and pass to absolute values.

Without the hypothesis $\psi_N\neq0$ the conclusion fails. Take a single physical state, $U=1$, and

$$A=\begin{pmatrix}0&1\\0&0\end{pmatrix},\qquad V=\begin{pmatrix}1&0\\0&2\end{pmatrix}.$$

Then $V^{-1}AV=2A$, so the relation holds with $c=\tfrac12$, although $U$ is unitary. Every power $A^N$ with $N\ge1$ has trace zero, so the state vanishes on every ring that has a site, and its norm puts no constraint on $c$.

## The AKLT ring under rotations about the z axis

The definition `aklt` orders the spin-1 states as $+1,0,-1$ and sets

$$A^{+}=\begin{pmatrix}0&\sqrt2\\0&0\end{pmatrix},\quad A^{0}=\begin{pmatrix}-1&0\\0&1\end{pmatrix},\quad A^{-}=\begin{pmatrix}0&0\\-\sqrt2&0\end{pmatrix}.$$

The rotation $e^{i\theta S_z}$ is $U=\operatorname{diag}(e^{i\theta},1,e^{-i\theta})$, and the bond matrix is $V=\operatorname{diag}(1,e^{i\theta})$. Conjugation by a diagonal matrix multiplies the entry in row $a$ and column $b$ by $V_{aa}^{-1}V_{bb}$. The only nonzero entry of $A^+$ is at the upper right and gains $e^{i\theta}$. The only nonzero entry of $A^-$ is at the lower left and gains $e^{-i\theta}$. The diagonal matrix $A^0$ does not change. These are exactly the factors by which $U$ rescales the three matrices, so the relation holds with $c=1$.

The theorem `aklt_witness` checks this. It first establishes the inverse of $V$ in `hinv`, then reduces the action of the diagonal $U$ to a rescaling in `hd`, and finally compares all matrix entries. With $c=1$, the main theorem becomes `aklt_rotation_invariant`: $U^{\otimes N}\psi_N=\psi_N$ for every real $\theta$ and every $N$. This covers the one-parameter group of rotations about the z axis. Rotations about other axes, and the role of the state as a ground state of the AKLT Hamiltonian, are not treated.

The tensor is unnormalised, since $\sum_sA^s(A^s)^\dagger=3\cdot 1$; the normalised site matrices are $A^s/\sqrt3$. The transfer matrix $\sum_s A^s\otimes\overline{A^s}$ has eigenvalues $3,-1,-1,-1$, which gives $\|\psi_N\|^2=3^N+3(-1)^N$. For $N\ge2$ the normalised state is thus $\psi_N/\sqrt{3^N+3(-1)^N}$, and it has the same invariance because $U^{\otimes N}$ is linear. For $N=1$ all three traces vanish, and the theorem only says that the zero vector is mapped to itself.
